# Second-order expansion of ln det ε in 1 − ε⁻¹: error bounds for finite symmetric ε with eigenvalues at least one

In the original derivation of the van der Waals density functional vdW-DF, the nonlocal correlation energy becomes a double integral over the density after a truncation: logarithms of the dielectric response are expanded to second order in $S=1-\varepsilon^{-1}$. The problems below bound the truncation error of the trace of one such logarithm, $\operatorname{tr}\ln\varepsilon=\ln\det\varepsilon$, for a finite real symmetric dielectric matrix $\varepsilon$ at one imaginary frequency, with all eigenvalues at least one. Whether the model response inside a given functional meets this eigenvalue condition has to be checked separately. The step from there to the energy, a frequency integral over a difference of operator logarithms, is left open.

```lean
import Mathlib

open Matrix Finset

namespace VdWDFExpansion

variable {n : Type*} [Fintype n] [DecidableEq n]
```

For a real square matrix $S$ with $\det(1-S)>0$ and an order $N\ge 0$, the error is

$$R_N(S)=-\ln\det(1-S)-\sum_{k=0}^{N-1}\frac{\operatorname{tr}S^{k+1}}{k+1},$$

where $1$ is also the identity matrix. In Lean this is `remainder S N`.

```lean
/-- The error left when `-ln det(1 - S)` is replaced by its expansion
`tr S + tr S²/2 + ... + tr S^N/N`; meant for matrices with `det(1 - S) > 0`. -/
noncomputable def remainder (S : Matrix n n ℝ) (N : ℕ) : ℝ :=
  -Real.log (1 - S).det - ∑ k ∈ range N, (S ^ (k + 1)).trace / ((k : ℝ) + 1)
```

## (a) A single mode

For $0\le x\le r<1$, show that

$$\frac{x^{N+1}}{N+1}\le-\ln(1-x)-\sum_{k=0}^{N-1}\frac{x^{k+1}}{k+1}\le\frac{x^{N+1}}{(N+1)(1-r)}.$$

**Solution.** Since $-\ln(1-x)=\sum_{k\ge0}x^{k+1}/(k+1)$, the middle expression is the tail $\sum_{k\ge0}x^{k+N+1}/(k+N+1)$. Its terms are nonnegative, so the first one is a lower bound. Replacing each denominator by $N+1$ gives a geometric series:

$$\frac{x^{N+1}}{N+1}\sum_{k\ge0}x^k=\frac{x^{N+1}}{(N+1)(1-x)}\le\frac{x^{N+1}}{(N+1)(1-r)}.$$

In Lean, `sum_le_hasSum` gives the lower bound, and `hterm` is the termwise comparison for the upper one.

```lean
/-- For a single mode of strength `0 ≤ x ≤ r < 1`, the error of the order-`N` expansion of
`-ln(1 - x)` lies between the first neglected term and that term divided by `1 - r`. -/
theorem mode_bounds {x r : ℝ} (h0 : 0 ≤ x) (hx : x ≤ r) (hr : r < 1) (N : ℕ) :
    x ^ (N + 1) / ((N : ℝ) + 1)
        ≤ -Real.log (1 - x) - ∑ k ∈ range N, x ^ (k + 1) / ((k : ℝ) + 1) ∧
      -Real.log (1 - x) - ∑ k ∈ range N, x ^ (k + 1) / ((k : ℝ) + 1)
        ≤ x ^ (N + 1) / (((N : ℝ) + 1) * (1 - r)) := by
  have h1 : x < 1 := lt_of_le_of_lt hx hr
  have hN : (0 : ℝ) < (N : ℝ) + 1 := by positivity
  have hs := Real.hasSum_pow_div_log_of_abs_lt_one (abs_lt.2 ⟨by linarith, h1⟩)
  constructor
  · -- all terms are nonnegative, so the sum with one more term is still at most `-ln(1 - x)`
    have hl := sum_le_hasSum (range (N + 1)) (fun k _ => by positivity) hs
    rw [sum_range_succ] at hl
    linarith
  · -- the tail is dominated by a geometric series
    have ht := (hasSum_nat_add_iff' N).mpr hs
    have hg := (hasSum_geometric_of_lt_one h0 h1).mul_left (x ^ (N + 1) / ((N : ℝ) + 1))
    have hterm : ∀ k : ℕ, x ^ (k + N + 1) / (((k + N : ℕ) : ℝ) + 1)
        ≤ x ^ (N + 1) / ((N : ℝ) + 1) * x ^ k := by
      intro k
      have e : x ^ (N + 1) / ((N : ℝ) + 1) * x ^ k = x ^ (k + N + 1) / ((N : ℝ) + 1) := by
        ring
      rw [e]
      refine div_le_div_of_nonneg_left (pow_nonneg h0 _) hN ?_
      push_cast
      linarith [Nat.cast_nonneg (α := ℝ) k]
    refine (hasSum_le hterm ht hg).trans ?_
    rw [← div_eq_mul_inv, div_div]
    exact div_le_div_of_nonneg_left (pow_nonneg h0 _) (mul_pos hN (by linarith))
      (mul_le_mul_of_nonneg_left (by linarith) hN.le)
```

## (b) Traces of powers

Let $S=UDV$ with $D=\operatorname{diag}(d_i)$ and $VU=1$; here $V$ is the inverse of $U$, not a potential. Show that

$$\operatorname{tr}S^k=\sum_i d_i^k.$$

**Solution.** For square matrices $VU=1$ implies $UV=1$, so $S^0=UD^0V$. Inductively, $S^{k+1}=UD^kV\,UDV=UD^{k+1}V$. Cyclicity gives $\operatorname{tr}(UD^kV)=\operatorname{tr}(VUD^k)=\operatorname{tr}D^k$. The Lean proof runs the same induction in `hp`.

```lean
/-- If `S = U diag(d) V` with `V U = 1`, the trace of `S^k` is the sum of the powers `d i ^ k`. -/
theorem trace_pow_diag {S U V : Matrix n n ℝ} {d : n → ℝ} (h : V * U = 1)
    (hS : S = U * diagonal d * V) (k : ℕ) : (S ^ k).trace = ∑ i, d i ^ k := by
  have hp : S ^ k = U * diagonal d ^ k * V := by
    induction k with
    | zero => simp [mul_eq_one_comm.mp h]
    | succ k ih =>
      calc S ^ (k + 1) = U * diagonal d ^ k * V * (U * diagonal d * V) := by
            rw [pow_succ, ih, ← hS]
        _ = U * diagonal d ^ k * (V * U) * diagonal d * V := by simp only [mul_assoc]
        _ = U * diagonal d ^ (k + 1) * V := by
            rw [h, mul_one, pow_succ]
            simp only [mul_assoc]
  rw [hp, trace_mul_comm, ← mul_assoc, h, one_mul, diagonal_pow, trace_diagonal]
  simp only [Pi.pow_apply]
```

## (c) The matrix inside the determinant

With the same $U$ and $V$, show that

$$1-S=U\operatorname{diag}(1-d_i)\,V.$$

**Solution.** Write $1=UV$; then $1-S=UV-UDV=U(1-D)V$.

```lean
/-- If `S = U diag(d) V` with `V U = 1`, then `1 - S = U diag(1 - d) V`. -/
theorem one_sub_diag {S U V : Matrix n n ℝ} {d : n → ℝ} (h : V * U = 1)
    (hS : S = U * diagonal d * V) : 1 - S = U * diagonal (fun i => 1 - d i) * V := by
  have e : diagonal (fun i => 1 - d i) = (1 : Matrix n n ℝ) - diagonal d := by
    rw [← diagonal_one, diagonal_sub]
  rw [e, mul_sub, sub_mul, mul_one, mul_eq_one_comm.mp h, hS]
```

## (d) The error as a sum over modes

If every $d_i<1$, show that

$$R_N(S)=\sum_i\Big[-\ln(1-d_i)-\sum_{k=0}^{N-1}\frac{d_i^{k+1}}{k+1}\Big].$$

**Solution.** From $\det V\det U=1$ and (c), $\det(1-S)=\prod_i(1-d_i)$ (`hdet`). All factors are positive, so the logarithm splits into a sum (`hlog`). Insert (b) and exchange the two finite sums (`sum_comm`).

```lean
/-- If `S = U diag(d) V` with `V U = 1` and every `d i` is below one, the error of the matrix
expansion is the sum of the errors of the separate modes `d i`. -/
theorem remainder_eq_sum {S U V : Matrix n n ℝ} {d : n → ℝ} (h : V * U = 1)
    (hS : S = U * diagonal d * V) (hd : ∀ i, d i < 1) (N : ℕ) :
    remainder S N =
      ∑ i, (-Real.log (1 - d i) - ∑ k ∈ range N, d i ^ (k + 1) / ((k : ℝ) + 1)) := by
  have hdet : (1 - S).det = ∏ i, (1 - d i) := by
    have hVU : V.det * U.det = 1 := by rw [← det_mul, h, det_one]
    rw [one_sub_diag h hS, det_mul, det_mul, det_diagonal]
    linear_combination (∏ i, (1 - d i)) * hVU
  have hlog : Real.log (∏ i, (1 - d i)) = ∑ i, Real.log (1 - d i) := by
    rw [Real.log_prod]
    intro i _
    exact (sub_pos.2 (hd i)).ne'
  rw [remainder, hdet, hlog, sum_sub_distrib, sum_neg_distrib]
  simp only [trace_pow_diag h hS, sum_div]
  rw [sum_comm]
```

## (e) Bounds at any order

If every $d_i\in[0,r]$ and $r<1$, show that

$$\frac{\operatorname{tr}S^{N+1}}{N+1}\le R_N(S)\le\frac{\operatorname{tr}S^{N+1}}{(N+1)(1-r)}.$$

**Solution.** Apply (a) to each term in (d), sum over $i$, and recognise the traces by (b).

```lean
/-- For a diagonalisable `S` with real eigenvalues in `[0, r]`, `r < 1`, the error at order `N`
lies between the first neglected term `tr S^(N+1)/(N+1)` and that term divided by `1 - r`. -/
theorem remainder_bounds {S U V : Matrix n n ℝ} {d : n → ℝ} {r : ℝ} (h : V * U = 1)
    (hS : S = U * diagonal d * V) (hd : ∀ i, d i ∈ Set.Icc 0 r) (hr : r < 1) (N : ℕ) :
    (S ^ (N + 1)).trace / ((N : ℝ) + 1) ≤ remainder S N ∧
      remainder S N ≤ (S ^ (N + 1)).trace / (((N : ℝ) + 1) * (1 - r)) := by
  rw [remainder_eq_sum h hS (fun i => lt_of_le_of_lt (hd i).2 hr),
    trace_pow_diag h hS, sum_div, sum_div]
  exact ⟨sum_le_sum fun i _ => (mode_bounds (hd i).1 (hd i).2 hr N).1,
    sum_le_sum fun i _ => (mode_bounds (hd i).1 (hd i).2 hr N).2⟩
```

## (f) Second order

Under the same conditions, show that

$$0\le-\ln\det(1-S)-\operatorname{tr}S-\tfrac12\operatorname{tr}S^2\le\frac{\operatorname{tr}S^3}{3(1-r)}.$$

**Solution.** Set $N=2$ in (e). The lower bound $\operatorname{tr}S^3/3=\sum_i d_i^3/3$ is nonnegative and is weakened to zero.

```lean
/-- Second-order error bound for a diagonalisable `S` with real eigenvalues in `[0, r]`,
`r < 1`. -/
theorem second_order_diag {S U V : Matrix n n ℝ} {d : n → ℝ} {r : ℝ} (h : V * U = 1)
    (hS : S = U * diagonal d * V) (hd : ∀ i, d i ∈ Set.Icc 0 r) (hr : r < 1) :
    0 ≤ -Real.log (1 - S).det - S.trace - (S ^ 2).trace / 2 ∧
      -Real.log (1 - S).det - S.trace - (S ^ 2).trace / 2
        ≤ (S ^ 3).trace / (3 * (1 - r)) := by
  have hb := remainder_bounds h hS hd hr 2
  have e : remainder S 2 = -Real.log (1 - S).det - S.trace - (S ^ 2).trace / 2 := by
    rw [remainder, sum_range_succ, sum_range_one]
    simp only [zero_add, pow_one, Nat.cast_zero, Nat.cast_one, div_one, one_add_one_eq_two]
    ring
  have hc : ((2 : ℕ) : ℝ) + 1 = 3 := by norm_num
  have ht : 0 ≤ (S ^ 3).trace := by
    rw [trace_pow_diag h hS]
    exact sum_nonneg fun i _ => pow_nonneg (hd i).1 3
  rw [e, hc] at hb
  exact ⟨le_trans (div_nonneg ht (by norm_num)) hb.1, hb.2⟩
```

## (g) Diagonalising a symmetric matrix

For real symmetric $S$ with eigenvalues $\lambda_i$, find $U,V$ with

$$VU=1,\qquad S=U\operatorname{diag}(\lambda_i)\,V.$$

**Solution.** Take orthonormal eigenvectors as the columns of $U$, and $V=U^{\mathsf T}$. Then $SU=U\operatorname{diag}(\lambda_i)$; multiply by $V$ from the right. Over the reals, `IsHermitian` means symmetric and `star` is the transpose.

```lean
/-- A real symmetric matrix is diagonalised by its eigenvectors. -/
theorem symmetric_diag {S : Matrix n n ℝ} (hS : S.IsHermitian) :
    ∃ U V : Matrix n n ℝ, V * U = 1 ∧ S = U * diagonal hS.eigenvalues * V := by
  refine ⟨hS.eigenvectorUnitary, star (hS.eigenvectorUnitary : Matrix n n ℝ),
    mem_unitaryGroup_iff'.mp hS.eigenvectorUnitary.2, ?_⟩
  have h := hS.spectral_theorem
  rw [Unitary.conjStarAlgAut_apply] at h
  exact h
```

## (h) Symmetric response matrices

Show that the inequalities

$$0\le R_2(S)\le\frac{\operatorname{tr}S^3}{3(1-r)}$$

hold for real symmetric $S$ with eigenvalues in $[0,r]$, $r<1$.

**Solution.** Use the matrices from (g) in (f), with $d_i=\lambda_i$.

An upper limit $r<1$ on the eigenvalues is not enough for the lower bound: the $1\times1$ matrix $S=-\tfrac12$ gives $R_2=-\ln\tfrac32+\tfrac12-\tfrac18\approx-0.03$.

```lean
/-- For a real symmetric `S` with eigenvalues in `[0, r]`, `r < 1`, the second-order expansion
of `-ln det(1 - S)` is too small by at most `tr S³/(3(1 - r))`, and never too large. -/
theorem second_order_error {S : Matrix n n ℝ} (hS : S.IsHermitian) {r : ℝ}
    (hev : ∀ i, hS.eigenvalues i ∈ Set.Icc 0 r) (hr : r < 1) :
    0 ≤ -Real.log (1 - S).det - S.trace - (S ^ 2).trace / 2 ∧
      -Real.log (1 - S).det - S.trace - (S ^ 2).trace / 2
        ≤ (S ^ 3).trace / (3 * (1 - r)) := by
  obtain ⟨U, V, h, e⟩ := symmetric_diag hS
  exact second_order_diag h e hev hr
```

## (i) The dielectric matrix

Let $\varepsilon$ be real symmetric with eigenvalues $e_i\in[1,M]$, and $S=1-\varepsilon^{-1}$. Show that

$$0\le\ln\det\varepsilon-\operatorname{tr}S-\tfrac12\operatorname{tr}S^2\le\frac{M}{3}\operatorname{tr}S^3.$$

The assumed range says that no mode is antiscreened and that $M$ caps the strongest screening. With a positive definite Coulomb matrix $v$ and a real symmetric independent-particle response $\chi_0$, the matrix $1-v\chi_0$ is in general not symmetric. The similar matrix $1-v^{1/2}\chi_0v^{1/2}$ is symmetric, and it gives the same determinant and the same traces of powers of $S$, so it can be used as $\varepsilon$ here.

**Solution.** By (g), $\varepsilon=U\operatorname{diag}(e_i)V$, so $\varepsilon^{-1}=U\operatorname{diag}(1/e_i)V$ (`hinv`). By (c), $S=U\operatorname{diag}(1-1/e_i)V$, with $1-1/e_i\in[0,1-1/M]$. Apply (f) with $r=1-1/M$, so that $1/(1-r)=M$, and use $-\ln\det(1-S)=-\ln\det\varepsilon^{-1}=\ln\det\varepsilon$ (`hlog`). Lean treats the empty matrix separately, since $M$ is then unconstrained; every term is zero.

In the limiting case $M=1$, $\varepsilon$ is the identity, $S=0$, and both bounds vanish.

```lean
/-- For a symmetric dielectric matrix `ε` with eigenvalues in `[1, M]` and `S = 1 - ε⁻¹`, the
second-order expansion of `ln det ε` in `S` has an error between `0` and `M tr S³/3`. -/
theorem dielectric_error {ε : Matrix n n ℝ} (hε : ε.IsHermitian) {M : ℝ}
    (hev : ∀ i, hε.eigenvalues i ∈ Set.Icc 1 M) :
    0 ≤ Real.log ε.det - (1 - ε⁻¹).trace - ((1 - ε⁻¹) ^ 2).trace / 2 ∧
      Real.log ε.det - (1 - ε⁻¹).trace - ((1 - ε⁻¹) ^ 2).trace / 2
        ≤ M * ((1 - ε⁻¹) ^ 3).trace / 3 := by
  rcases isEmpty_or_nonempty n with hn | ⟨⟨j⟩⟩
  · simp [Matrix.trace]
  have hM : 0 < M := by linarith [(hev j).1, (hev j).2]
  have hpos : ∀ i, 0 < hε.eigenvalues i := fun i => by linarith [(hev i).1]
  obtain ⟨U, V, h, e⟩ := symmetric_diag hε
  -- the inverse has the same eigenvectors and reciprocal eigenvalues
  have hinv : ε⁻¹ = U * diagonal (fun i => (hε.eigenvalues i)⁻¹) * V := by
    apply inv_eq_right_inv
    have hdd : diagonal hε.eigenvalues * diagonal (fun i => (hε.eigenvalues i)⁻¹) = 1 := by
      rw [diagonal_mul_diagonal, ← diagonal_one]
      exact congrArg diagonal (funext fun i => mul_inv_cancel₀ (hpos i).ne')
    calc ε * (U * diagonal (fun i => (hε.eigenvalues i)⁻¹) * V)
        = U * diagonal hε.eigenvalues * V
            * (U * diagonal (fun i => (hε.eigenvalues i)⁻¹) * V) :=
          congrArg (· * (U * diagonal (fun i => (hε.eigenvalues i)⁻¹) * V)) e
      _ = U * (diagonal hε.eigenvalues * ((V * U)
            * diagonal (fun i => (hε.eigenvalues i)⁻¹))) * V := by simp only [mul_assoc]
      _ = 1 := by rw [h, one_mul, hdd, mul_one, mul_eq_one_comm.mp h]
  have hd : ∀ i, 1 - (hε.eigenvalues i)⁻¹ ∈ Set.Icc 0 (1 - M⁻¹) := fun i =>
    ⟨sub_nonneg.2 (inv_le_one_of_one_le₀ (hev i).1),
      sub_le_sub_left ((inv_le_inv₀ hM (hpos i)).2 (hev i).2) 1⟩
  have hb := second_order_diag h (one_sub_diag h hinv) hd (by linarith [inv_pos.2 hM])
  have hlog : -Real.log (1 - (1 - ε⁻¹)).det = Real.log ε.det := by
    rw [sub_sub_cancel, det_nonsing_inv, Ring.inverse_eq_inv', Real.log_inv, neg_neg]
  have hc : ((1 - ε⁻¹) ^ 3).trace / (3 * (1 - (1 - M⁻¹)))
      = M * ((1 - ε⁻¹) ^ 3).trace / 3 := by
    rw [sub_sub_cancel]
    field_simp
  rw [hlog, hc] at hb
  exact hb

end VdWDFExpansion
```

```lean
#print axioms VdWDFExpansion.second_order_error
#print axioms VdWDFExpansion.dielectric_error
```

```
'VdWDFExpansion.second_order_error' depends on axioms: [propext, Classical.choice, Quot.sound]
'VdWDFExpansion.dielectric_error' depends on axioms: [propext, Classical.choice, Quot.sound]
```
